# Host states at least g away in energy enter a perturbed unit eigenstate with norm at most ‖V‖/g

A weak perturbation can give a zone-folded state only a small direct optical transition strength, if the host states that carry the transition are far away in energy. Let H₀ be a finite-dimensional Hermitian host Hamiltonian, V a perturbation, and ψ a unit vector with (H₀ + V)ψ = Eψ, E real. Let P project onto the host eigenstates at energy distance at least g > 0 from E. Then I expect

‖Pψ‖ ≤ ‖V‖/g,

and, for every d in the range of P,

|⟨d,ψ⟩|² ≤ ‖d‖²‖V‖²/g².

Here d is the dipole operator applied to the initial state. This would limit the strength of such "pseudo-direct" transitions in a supercell model of an alloy. Can I see a full proof, checked by Lean?

## The energy denominator bounds each host amplitude

Yes. Take an orthonormal host eigenbasis, H₀bᵢ = εᵢbᵢ. The inner product of bᵢ with the eigenvalue equation gives

εᵢ⟨bᵢ,ψ⟩ + ⟨bᵢ,Vψ⟩ = E⟨bᵢ,ψ⟩,

(E − εᵢ)⟨bᵢ,ψ⟩ = ⟨bᵢ,Vψ⟩.

Now let d lie in the range of P. If |εᵢ − E| < g, then ⟨d,bᵢ⟩ = 0: any far eigenvector x of energy μ satisfies (μ − εᵢ)⟨x,bᵢ⟩ = 0 with μ ≠ εᵢ, and d is a combination of such x. For all other i, g|⟨bᵢ,ψ⟩| ≤ |⟨bᵢ,Vψ⟩|. Expanding ⟨d,ψ⟩ and applying Cauchy–Schwarz and Parseval,

g|⟨d,ψ⟩| ≤ Σᵢ |⟨d,bᵢ⟩||⟨bᵢ,Vψ⟩| ≤ ‖d‖‖Vψ‖ ≤ ‖d‖‖V‖.

Dividing by g and squaring gives the strength bound. For the projector, put d = Pψ. Since ⟨Pψ,ψ⟩ = ‖Pψ‖²,

g‖Pψ‖² ≤ ‖Pψ‖‖V‖.

Divide by ‖Pψ‖ if it is nonzero; otherwise the claim is immediate.

A two-level case attains the bound. Take host energies 0 and 1 eV, so g = 1 eV for E = 0, with ψ = (0.8, 0.6) and, in eV,

V = [[0.36, −0.48], [−0.48, −0.36]].

The rows of (H₀ + V)ψ are 0.36·0.8 − 0.48·0.6 = 0 and −0.48·0.8 + 0.64·0.6 = 0, so E = 0 as required. Also V² = 0.36 times the identity (in eV²), so ‖V‖ = 0.6 eV. The far amplitude is 0.6 = ‖V‖/g, and d = (0, 1) gives strength 0.36.

```lean
import Mathlib

open scoped InnerProductSpace
open Matrix

namespace PseudoDirectTransitions

noncomputable section

variable {W : Type*} [NormedAddCommGroup W] [InnerProductSpace ℂ W] [FiniteDimensional ℂ W]

/-- The span of all eigenvectors of the host Hamiltonian `H₀` whose real eigenvalue lies at
distance at least `g` from the energy `E`. -/
def farSpace (H₀ : W →ₗ[ℂ] W) (E g : ℝ) : Submodule ℂ W :=
  ⨆ μ : {μ : ℝ // g ≤ |μ - E|}, Module.End.eigenspace H₀ ((μ : ℝ) : ℂ)

/-- The orthogonal projector onto the host states at distance at least `g` from `E`. -/
def farProjector (H₀ : W →ₗ[ℂ] W) (E g : ℝ) : W →L[ℂ] W :=
  (farSpace H₀ E g).starProjection

variable {H₀ : W →ₗ[ℂ] W} {V : W →L[ℂ] W} {E g : ℝ} {ψ : W}

omit [FiniteDimensional ℂ W] in
/-- For Hermitian `H₀` and `(H₀ + V)ψ = Eψ`, the amplitude of `ψ` on a host eigenvector `b` of
energy `ε` obeys `(E - ε)⟨b,ψ⟩ = ⟨b,Vψ⟩`. -/
theorem host_amplitude (hH : H₀.IsSymmetric) (hψ : H₀ ψ + V ψ = (E : ℂ) • ψ)
    {b : W} {ε : ℝ} (hb : H₀ b = (ε : ℂ) • b) :
    ((E : ℂ) - ε) * ⟪b, ψ⟫_ℂ = ⟪b, V ψ⟫_ℂ := by
  have h1 : ⟪b, H₀ ψ⟫_ℂ = ε * ⟪b, ψ⟫_ℂ := by
    rw [← hH b ψ, hb, inner_smul_left, Complex.conj_ofReal]
  have h2 : ⟪b, H₀ ψ + V ψ⟫_ℂ = ⟪b, (E : ℂ) • ψ⟫_ℂ := by rw [hψ]
  rw [inner_add_right, inner_smul_right, h1] at h2
  linear_combination -h2

omit [FiniteDimensional ℂ W] in
/-- For Hermitian `H₀`, a host eigenvector with energy closer to `E` than `g` is orthogonal to
every vector of the far space. -/
theorem near_orthogonal_far (hH : H₀.IsSymmetric) {b d : W} {ε : ℝ}
    (hb : H₀ b = (ε : ℂ) • b) (hε : |ε - E| < g) (hd : d ∈ farSpace H₀ E g) :
    ⟪d, b⟫_ℂ = 0 := by
  have hle : farSpace H₀ E g ≤ (Submodule.span ℂ {b})ᗮ := by
    refine iSup_le fun μ x hx => ?_
    rw [Submodule.mem_orthogonal_singleton_iff_inner_left]
    have hx' : H₀ x = ((μ : ℝ) : ℂ) • x := Module.End.mem_eigenspace_iff.mp hx
    have h := hH x b
    rw [hx', hb, inner_smul_left, inner_smul_right, Complex.conj_ofReal] at h
    -- the two eigenvalues differ, one being near and the other far
    have hne : ((μ : ℝ) : ℂ) - (ε : ℂ) ≠ 0 := by
      intro h0
      have h1 : (μ : ℝ) = ε := by exact_mod_cast sub_eq_zero.mp h0
      have h2 := μ.2
      rw [h1] at h2
      exact absurd hε (not_lt_of_ge h2)
    have h3 : (((μ : ℝ) : ℂ) - (ε : ℂ)) * ⟪x, b⟫_ℂ = 0 := by linear_combination h
    exact (mul_eq_zero.mp h3).resolve_left hne
  exact Submodule.mem_orthogonal_singleton_iff_inner_left.mp (hle hd)

/-- For Hermitian `H₀`, `(H₀ + V)ψ = Eψ` and `g ≥ 0`, every `d` in the far space satisfies
`g |⟨d,ψ⟩| ≤ ‖d‖ ‖Vψ‖`. -/
theorem far_overlap (hH : H₀.IsSymmetric) (hψ : H₀ ψ + V ψ = (E : ℂ) • ψ) (hg : 0 ≤ g)
    {d : W} (hd : d ∈ farSpace H₀ E g) : g * ‖⟪d, ψ⟫_ℂ‖ ≤ ‖d‖ * ‖V ψ‖ := by
  let b := hH.eigenvectorBasis rfl
  have hb : ∀ i, H₀ (b i) = ((hH.eigenvalues rfl i : ℝ) : ℂ) • b i :=
    fun i => hH.apply_eigenvectorBasis rfl i
  -- each term of the expansion in host eigenstates is controlled by the gap
  have hterm : ∀ i, g * ‖⟪d, b i⟫_ℂ * ⟪b i, ψ⟫_ℂ‖ ≤ ‖⟪d, b i⟫_ℂ‖ * ‖⟪b i, V ψ⟫_ℂ‖ := by
    intro i
    by_cases hi : |hH.eigenvalues rfl i - E| < g
    · simp [near_orthogonal_far hH (hb i) hi hd]
    · have hn : ‖(E : ℂ) - (hH.eigenvalues rfl i : ℝ)‖ = |hH.eigenvalues rfl i - E| := by
        rw [← Complex.ofReal_sub, Complex.norm_real, Real.norm_eq_abs, abs_sub_comm]
      rw [← host_amplitude hH hψ (hb i), norm_mul, norm_mul, hn]
      have h := mul_le_mul_of_nonneg_right (not_lt.mp hi)
        (mul_nonneg (norm_nonneg ⟪d, b i⟫_ℂ) (norm_nonneg ⟪b i, ψ⟫_ℂ))
      linarith
  have hsum : g * ‖⟪d, ψ⟫_ℂ‖ ≤ ∑ i, ‖⟪d, b i⟫_ℂ‖ * ‖⟪b i, V ψ⟫_ℂ‖ := by
    rw [← b.sum_inner_mul_inner d ψ]
    refine (mul_le_mul_of_nonneg_left (norm_sum_le _ _) hg).trans ?_
    rw [Finset.mul_sum]
    exact Finset.sum_le_sum fun i _ => hterm i
  -- Cauchy-Schwarz and Parseval
  have hcs := Finset.sum_mul_sq_le_sq_mul_sq Finset.univ
    (fun i => ‖⟪d, b i⟫_ℂ‖) (fun i => ‖⟪b i, V ψ⟫_ℂ‖)
  rw [b.sum_sq_norm_inner_left, b.sum_sq_norm_inner_right, ← mul_pow] at hcs
  exact hsum.trans ((le_abs_self _).trans (abs_le_of_sq_le_sq hcs (by positivity)))

/-- For Hermitian `H₀`, a unit vector `ψ` with `(H₀ + V)ψ = Eψ` and `g > 0`, the part of `ψ` on
host states at distance at least `g` from `E` has norm at most `‖V‖/g`. -/
theorem norm_farProjector_le (hH : H₀.IsSymmetric) (hψ : H₀ ψ + V ψ = (E : ℂ) • ψ)
    (hg : 0 < g) (h1 : ‖ψ‖ = 1) : ‖farProjector H₀ E g ψ‖ ≤ ‖V‖ / g := by
  have hmem : farProjector H₀ E g ψ ∈ farSpace H₀ E g :=
    Submodule.starProjection_apply_mem _ ψ
  have h0 : ⟪farProjector H₀ E g ψ, ψ - farProjector H₀ E g ψ⟫_ℂ = 0 :=
    Submodule.inner_right_of_mem_orthogonal hmem
      (Submodule.sub_starProjection_mem_orthogonal ψ)
  rw [inner_sub_right, sub_eq_zero] at h0
  -- test the overlap bound on `d = Pψ`
  have h := far_overlap hH hψ hg.le hmem
  rw [h0, inner_self_eq_norm_sq_to_K] at h
  simp only [norm_pow, RCLike.norm_ofReal, abs_norm] at h
  have hV : ‖V ψ‖ ≤ ‖V‖ := by simpa [h1] using V.le_opNorm ψ
  rw [le_div_iff₀ hg]
  rcases (norm_nonneg (farProjector H₀ E g ψ)).eq_or_lt with hp | hp
  · rw [← hp, zero_mul]
    exact norm_nonneg V
  · refine le_of_mul_le_mul_left ?_ hp
    have h2 := mul_le_mul_of_nonneg_left hV hp.le
    linarith

/-- For Hermitian `H₀`, a unit vector `ψ` with `(H₀ + V)ψ = Eψ` and `g > 0`, the squared transition
amplitude between `ψ` and any `d` in the far space is at most `‖d‖²‖V‖²/g²`. -/
theorem transition_strength_le (hH : H₀.IsSymmetric) (hψ : H₀ ψ + V ψ = (E : ℂ) • ψ)
    (hg : 0 < g) (h1 : ‖ψ‖ = 1) {d : W} (hd : d ∈ farSpace H₀ E g) :
    ‖⟪d, ψ⟫_ℂ‖ ^ 2 ≤ ‖d‖ ^ 2 * ‖V‖ ^ 2 / g ^ 2 := by
  have hV : ‖V ψ‖ ≤ ‖V‖ := by simpa [h1] using V.le_opNorm ψ
  have h := (far_overlap hH hψ hg.le hd).trans
    (mul_le_mul_of_nonneg_left hV (norm_nonneg d))
  rw [le_div_iff₀ (by positivity), ← mul_pow, ← mul_pow]
  exact pow_le_pow_left₀ (by positivity) (by linarith) 2

/-- For Hermitian `H₀`, a unit vector `ψ` with `(H₀ + V)ψ = Eψ`, `g > 0` and any `d`, with `P` the
orthogonal projector onto the far space, the transition amplitude `|⟨d,ψ⟩|` is at most `‖Pd‖‖V‖/g`
plus the norm of the part of `d` outside the far space. -/
theorem transition_amplitude_le (hH : H₀.IsSymmetric) (hψ : H₀ ψ + V ψ = (E : ℂ) • ψ)
    (hg : 0 < g) (h1 : ‖ψ‖ = 1) (d : W) :
    ‖⟪d, ψ⟫_ℂ‖ ≤ ‖farProjector H₀ E g d‖ * ‖V‖ / g + ‖d - farProjector H₀ E g d‖ := by
  have hV : ‖V ψ‖ ≤ ‖V‖ := by simpa [h1] using V.le_opNorm ψ
  have hmem : farProjector H₀ E g d ∈ farSpace H₀ E g :=
    Submodule.starProjection_apply_mem _ d
  have hfar : ‖⟪farProjector H₀ E g d, ψ⟫_ℂ‖ ≤ ‖farProjector H₀ E g d‖ * ‖V‖ / g := by
    rw [le_div_iff₀ hg]
    have h := (far_overlap hH hψ hg.le hmem).trans
      (mul_le_mul_of_nonneg_left hV (norm_nonneg _))
    linarith
  have hnear : ‖⟪d - farProjector H₀ E g d, ψ⟫_ℂ‖ ≤ ‖d - farProjector H₀ E g d‖ := by
    have h := norm_inner_le_norm (𝕜 := ℂ) (d - farProjector H₀ E g d) ψ
    rwa [h1, mul_one] at h
  have hsplit : ⟪d, ψ⟫_ℂ =
      ⟪farProjector H₀ E g d, ψ⟫_ℂ + ⟪d - farProjector H₀ E g d, ψ⟫_ℂ := by
    rw [← inner_add_left, add_sub_cancel]
  rw [hsplit]
  exact (norm_add_le _ _).trans (add_le_add hfar hnear)

/-- For Hermitian `H₀`, a unit vector `ψ` with `(H₀ + V)ψ = Eψ` and `g > 0`, the spectral weight of
`ψ` outside the far space is at least `1 - (‖V‖/g)²`. -/
theorem near_weight_ge (hH : H₀.IsSymmetric) (hψ : H₀ ψ + V ψ = (E : ℂ) • ψ)
    (hg : 0 < g) (h1 : ‖ψ‖ = 1) :
    1 - (‖V‖ / g) ^ 2 ≤ ‖ψ - farProjector H₀ E g ψ‖ ^ 2 := by
  have h0 : ⟪farProjector H₀ E g ψ, ψ - farProjector H₀ E g ψ⟫_ℂ = 0 :=
    Submodule.inner_right_of_mem_orthogonal (Submodule.starProjection_apply_mem _ ψ)
      (Submodule.sub_starProjection_mem_orthogonal ψ)
  have hpyth := norm_add_sq (𝕜 := ℂ) (farProjector H₀ E g ψ) (ψ - farProjector H₀ E g ψ)
  rw [h0, add_sub_cancel, h1, map_zero] at hpyth
  have h := pow_le_pow_left₀ (norm_nonneg _) (norm_farProjector_le hH hψ hg h1) 2
  linarith

/-- A two-level host with energies `0` and `g`. -/
def twoLevelHost (g : ℝ) : Matrix (Fin 2) (Fin 2) ℝ := !![0, 0; 0, g]

/-- A real perturbation of the two-level host, with mixing parameters `c` and `s`. -/
def twoLevelV (g c s : ℝ) : Matrix (Fin 2) (Fin 2) ℝ :=
  !![g * s ^ 2, -(g * s * c); -(g * s * c), -(g * s ^ 2)]

/-- For `c² + s² = 1` the two-level perturbation is symmetric with square `(gs)²` times the
identity, and the state `(c, s)`, of amplitude `s` on the level `g`, has perturbed energy `0`. -/
theorem two_level_sharp (g c s : ℝ) (h : c ^ 2 + s ^ 2 = 1) :
    (twoLevelV g c s)ᵀ = twoLevelV g c s ∧
    twoLevelV g c s * twoLevelV g c s = !![(g * s) ^ 2, 0; 0, (g * s) ^ 2] ∧
    (twoLevelHost g + twoLevelV g c s) *ᵥ ![c, s] = 0 := by
  refine ⟨?_, ?_, ?_⟩
  · ext i j
    fin_cases i <;> fin_cases j <;> rfl
  · have e1 : g * s ^ 2 * (g * s ^ 2) + -(g * s * c) * -(g * s * c) = (g * s) ^ 2 := by
      linear_combination g ^ 2 * s ^ 2 * h
    have e2 : g * s ^ 2 * -(g * s * c) + -(g * s * c) * -(g * s ^ 2) = 0 := by ring
    have e3 : -(g * s * c) * (g * s ^ 2) + -(g * s ^ 2) * -(g * s * c) = 0 := by ring
    have e4 : -(g * s * c) * -(g * s * c) + -(g * s ^ 2) * -(g * s ^ 2) = (g * s) ^ 2 := by
      linear_combination g ^ 2 * s ^ 2 * h
    rw [twoLevelV, Matrix.mul_fin_two, e1, e2, e3, e4]
  · ext i
    fin_cases i
    · have e : g * s ^ 2 * c + -(g * s * c) * s = 0 := by ring
      simpa [twoLevelHost, twoLevelV, Matrix.mulVec, dotProduct, Fin.sum_univ_two] using e
    · have e : -(g * s * c) * c + (g + -(g * s ^ 2)) * s = 0 := by
        linear_combination -(g * s) * h
      simpa [twoLevelHost, twoLevelV, Matrix.mulVec, dotProduct, Fin.sum_univ_two] using e

end

end PseudoDirectTransitions
```

```lean
#print axioms PseudoDirectTransitions.norm_farProjector_le
#print axioms PseudoDirectTransitions.transition_amplitude_le
#print axioms PseudoDirectTransitions.near_weight_ge
#print axioms PseudoDirectTransitions.two_level_sharp
```

```
'PseudoDirectTransitions.norm_farProjector_le' depends on axioms: [propext, Classical.choice, Quot.sound]
'PseudoDirectTransitions.transition_amplitude_le' depends on axioms: [propext, Classical.choice, Quot.sound]
'PseudoDirectTransitions.near_weight_ge' depends on axioms: [propext, Classical.choice, Quot.sound]
'PseudoDirectTransitions.two_level_sharp' depends on axioms: [propext, Classical.choice, Quot.sound]
```

## Reading the Lean statements

`W` is a finite-dimensional complex inner-product space, with the inner product linear in its second argument. `H₀.IsSymmetric` says that the host is Hermitian. `V` is any linear operator, not necessarily Hermitian, and `‖V‖` is its operator norm. `farSpace H₀ E g` is the span of the host eigenspaces with `g ≤ |μ - E|`; real μ that are not eigenvalues contribute only the zero vector. `farProjector` is the orthogonal projector P onto it.

`norm_farProjector_le` and `transition_strength_le` are the two bounds you asked for. The hypothesis `hd` puts `d` in the far space. Physically, the dipole operator must take the initial state only to host states well separated from E, as when the initial state has a definite crystal momentum, the dipole operator conserves it, and the host has no state near E at that momentum. Disorder generally mixes momenta in the initial state too, and d can then have a part outside the far space. The file models neither crystal momentum nor the dipole operator, so this must be checked for each system. When it holds in a finite, one-particle supercell model, the strength bound limits what mixing in the final state ψ can contribute. It improves on the trivial bound ‖d‖² only if ‖V‖ < g.

If `d` is only partly far, `transition_amplitude_le` adds the norm of its remaining part. `near_weight_ge` leaves weight at least 1 − (‖V‖/g)² outside the far space.

## From eigenbasis to projector in the proof

`host_amplitude` is the projected eigenvalue equation, and `near_orthogonal_far` the orthogonality of near and far states. `far_overlap` combines them: `by_cases` separates near from far basis vectors, and `Finset.sum_mul_sq_le_sq_mul_sq` supplies Cauchy–Schwarz. `norm_farProjector_le` then tests this overlap bound on Pψ, treating Pψ = 0 separately. The partial-far bound splits `d` and uses the triangle inequality; the weight bound uses Pythagoras.

`two_level_sharp` verifies the matrix identities behind the example for general g and c² + s² = 1. They give ‖V‖ = g|s| and far amplitude |s| when g > 0, so the constant in the projector bound is optimal.
